# For smooth potentials and wavefunctions on the line, every power of the kinetic momentum is gauge covariant

## Do the higher derivatives of the gauge function always cancel?

With $P_A\psi=-i\psi'+A\psi$, changing $A$ to $A+g'$ and $\psi$ to $e^{-ig}\psi$ should give $P_{A+g'}^n(e^{-ig}\psi)=e^{-ig}P_A^n\psi$ for every $n$. I can see this for $n=1$. For the kinetic energy I expanded the square and found two terms in $g''$, which cancelled. Higher powers bring in $g'''$ and so on. Do these always cancel? And what happens if $g$ has only a first derivative, so that I can't even write down $g''$?

## They need never appear: the phase moves through one factor at a time

The identity holds for every $n$ when $A$ and $\psi$ are smooth and $g$ is merely differentiable. Your $g''$ terms come from expanding the square before using the first-order identity.

Here $A$ and $g$ are real functions on the line, $\psi$ is complex, and a prime is a derivative. The product rule gives

$$
\begin{aligned}
P_{A+g'}(e^{-ig}\psi)
&=-i\left(-ig'e^{-ig}\psi+e^{-ig}\psi'\right)+(A+g')e^{-ig}\psi\\
&=e^{-ig}\left(-g'\psi-i\psi'+A\psi+g'\psi\right)=e^{-ig}P_A\psi .
\end{aligned}
$$

For $n=0$ the general identity is trivial. If it holds for $n$, then

$$
P_{A+g'}^{n+1}(e^{-ig}\psi)=P_{A+g'}\left(e^{-ig}P_A^n\psi\right)=e^{-ig}P_A^{n+1}\psi .
$$

The last step is the first-order identity for the function $P_A^n\psi$. This function is differentiable, because $-i\psi'+A\psi$ is smooth whenever $A$ and $\psi$ are. Only $g'$ is used at each step.

Several consequences follow.

- **Densities.** Since $g$ is real, $\overline{e^{-ig}}\,e^{-ig}=1$, so $\overline{\psi}\,P_A^n\psi$ keeps its value at every point. Half of its real part at $n=2$ is a kinetic energy density.
- **Schrödinger equation.** Let $H_A=\tfrac12P_A^2+V$ with a real scalar potential $V$, in units $\hbar=m=1$. Multiplication by $V$ commutes with the phase, so $H_{A+g'}(e^{-ig}\psi)=e^{-ig}H_A\psi$. The phase never vanishes and can be cancelled, so $H_{A+g'}(e^{-ig}\psi)=E\,e^{-ig}\psi$ exactly when $H_A\psi=E\psi$.
- **Converse.** Suppose $P_B(e^{-ig}\psi)=e^{-ig}P_A\psi$ for some real potential $B$. The right side equals $P_{A+g'}(e^{-ig}\psi)$, and the derivative terms agree, which leaves $B\,e^{-ig}\psi=(A+g')e^{-ig}\psi$. If $\psi$ has no zeros, $B=A+g'$.
- **Removing the potential.** For continuous $A$, put $G(x)=\int_0^xA(t)\,dt$, so that $G'=A$. Starting from zero potential, where $P_0^n\psi=(-i)^n\psi^{(n)}$, the identity with $g=G$ gives $P_A^n(e^{-iG}\psi)=e^{-iG}(-i)^n\psi^{(n)}$.

When $B$ may be any real function, a single zero of $\psi$ can spoil the converse. Take $A=g=0$ and $\psi(x)=xe^{-x^2}$, and let $B(0)=1$ and $B(x)=0$ elsewhere. Then $B\psi=0$, so $P_B\psi=P_0\psi$, although $B\neq0$ as a function. Physically this $B$ is no different from zero, since it differs only at one point. If $B$ and $A+g'$ are continuous, isolated zeros of $\psi$ do no harm.

In Lean, `kineticMomentum A ψ` is $P_A\psi$, `gaugeTransform g ψ` is $e^{-ig}\psi$, and `hamiltonian A V ψ` is $H_A\psi$. Potentials and gauge functions have type `ℝ → ℝ`, wavefunctions have type `ℝ → ℂ`, and `(A x : ℂ)` regards a real value as complex. The power `(kineticMomentum A)^[n]` means applying the map $n$ times. The signs are those of an electron in atomic units, with kinetic momentum $p+A$.

The main theorem, `kineticMomentum_iterate_gauge`, assumes `ContDiff ℝ ∞` (derivatives of all orders) for $A$ and $\psi$, and `Differentiable ℝ g`. Its conclusion is an equality of functions, hence true at every $x$. The first-order theorem needs no regularity of $A$ at all, and the removal of the potential needs only continuity. In `schrodinger_gauge_iff` the number $E$ may be complex, and $\psi$ need be neither normalisable nor nonzero. It is therefore a statement about solutions of the differential equation, with $\psi$ smooth and $e^{-ig}\psi$ only as regular as $g$ allows. Although $V$ is arbitrary, this leaves out the bound states of a finite square well, whose second derivative jumps at the walls. A statement about spectra would need a Hilbert space and operator domains. The gauge function is static, and the space is the line, without a ring or three dimensions.

```lean
import Mathlib

open Complex
open scoped ContDiff ComplexConjugate

namespace GaugeCovariance

noncomputable section

/-- The kinetic momentum `P_A ψ = -i ψ' + A ψ` on the line, for a real vector potential `A`. -/
def kineticMomentum (A : ℝ → ℝ) (ψ : ℝ → ℂ) : ℝ → ℂ :=
  fun x => -I * deriv ψ x + (A x : ℂ) * ψ x

/-- The gauge transformation `ψ ↦ exp(-i g) ψ` with a real gauge function `g`. -/
def gaugeTransform (g : ℝ → ℝ) (ψ : ℝ → ℂ) : ℝ → ℂ :=
  fun x => Complex.exp (-I * (g x : ℂ)) * ψ x

/-- The Hamiltonian `P_A² / 2 + V` of a particle on the line, in units where the mass and
the reduced Planck constant are one. -/
def hamiltonian (A V : ℝ → ℝ) (ψ : ℝ → ℂ) : ℝ → ℂ :=
  fun x => (1 / 2 : ℂ) * (kineticMomentum A)^[2] ψ x + (V x : ℂ) * ψ x

/-- For differentiable `g` and `ψ`, adding `g'` to the vector potential and multiplying the
wavefunction by `exp(-i g)` multiplies `P_A ψ` by the same phase. -/
theorem kineticMomentum_gauge (A : ℝ → ℝ) {g : ℝ → ℝ} {ψ : ℝ → ℂ}
    (hg : Differentiable ℝ g) (hψ : Differentiable ℝ ψ) :
    kineticMomentum (fun x => A x + deriv g x) (gaugeTransform g ψ)
      = gaugeTransform g (kineticMomentum A ψ) := by
  funext x
  have h1 : HasDerivAt (fun y => (g y : ℂ)) ((deriv g x : ℝ) : ℂ) x :=
    (hg x).hasDerivAt.ofReal_comp
  -- the product rule for the phase times the wavefunction
  have h2 : HasDerivAt (gaugeTransform g ψ)
      (Complex.exp (-I * (g x : ℂ)) * (-I * ((deriv g x : ℝ) : ℂ)) * ψ x
        + Complex.exp (-I * (g x : ℂ)) * deriv ψ x) x :=
    ((h1.const_mul (-I)).cexp).fun_mul (hψ x).hasDerivAt
  change -I * deriv (gaugeTransform g ψ) x
      + ((A x + deriv g x : ℝ) : ℂ) * (Complex.exp (-I * (g x : ℂ)) * ψ x)
    = Complex.exp (-I * (g x : ℂ)) * (-I * deriv ψ x + (A x : ℂ) * ψ x)
  rw [h2.deriv, ofReal_add]
  -- the derivative of the phase cancels the added potential
  linear_combination
    (((deriv g x : ℝ) : ℂ) * Complex.exp (-I * (g x : ℂ)) * ψ x) * I_sq

/-- For a smooth vector potential, every power of the kinetic momentum maps smooth
wavefunctions to smooth wavefunctions. -/
theorem contDiff_kineticMomentum_iterate {A : ℝ → ℝ} {ψ : ℝ → ℂ}
    (hA : ContDiff ℝ ∞ A) (hψ : ContDiff ℝ ∞ ψ) (n : ℕ) :
    ContDiff ℝ ∞ ((kineticMomentum A)^[n] ψ) := by
  induction n with
  | zero => exact hψ
  | succ n ih =>
    rw [Function.iterate_succ_apply']
    have hA' : ContDiff ℝ ∞ (fun x => (A x : ℂ)) := Complex.ofRealCLM.contDiff.comp hA
    exact (contDiff_const.mul (contDiff_infty_iff_deriv.1 ih).2).add (hA'.mul ih)

/-- Gauge covariance of all powers: for smooth `A` and `ψ` and differentiable `g`,
`P_(A+g')ⁿ (exp(-i g) ψ) = exp(-i g) P_Aⁿ ψ`. -/
theorem kineticMomentum_iterate_gauge {A g : ℝ → ℝ} {ψ : ℝ → ℂ}
    (hA : ContDiff ℝ ∞ A) (hg : Differentiable ℝ g) (hψ : ContDiff ℝ ∞ ψ) (n : ℕ) :
    (kineticMomentum (fun x => A x + deriv g x))^[n] (gaugeTransform g ψ)
      = gaugeTransform g ((kineticMomentum A)^[n] ψ) := by
  induction n with
  | zero => rfl
  | succ n ih =>
    rw [Function.iterate_succ_apply', Function.iterate_succ_apply', ih]
    exact kineticMomentum_gauge A hg
      (contDiff_infty_iff_deriv.1 (contDiff_kineticMomentum_iterate hA hψ n)).1

/-- For smooth `A` and `ψ` and differentiable `g`, the local density `ψ* P_Aⁿ ψ` is gauge invariant
at every point. -/
theorem momentum_density_gauge_invariant {A g : ℝ → ℝ} {ψ : ℝ → ℂ}
    (hA : ContDiff ℝ ∞ A) (hg : Differentiable ℝ g) (hψ : ContDiff ℝ ∞ ψ) (n : ℕ) (x : ℝ) :
    conj (gaugeTransform g ψ x)
        * (kineticMomentum (fun y => A y + deriv g y))^[n] (gaugeTransform g ψ) x
      = conj (ψ x) * (kineticMomentum A)^[n] ψ x := by
  rw [kineticMomentum_iterate_gauge hA hg hψ n]
  -- the gauge phase has modulus one
  have hphase : conj (Complex.exp (-I * (g x : ℂ))) * Complex.exp (-I * (g x : ℂ)) = 1 := by
    rw [← Complex.exp_conj, ← Complex.exp_add]
    simp
  simp only [gaugeTransform, map_mul (starRingEnd ℂ) (Complex.exp _) (ψ x)]
  linear_combination (conj (ψ x) * (kineticMomentum A)^[n] ψ x) * hphase

/-- For smooth `A` and `ψ` and differentiable `g`, the Hamiltonian with a scalar potential `V`
is gauge covariant. -/
theorem hamiltonian_gauge {A g : ℝ → ℝ} (V : ℝ → ℝ) {ψ : ℝ → ℂ}
    (hA : ContDiff ℝ ∞ A) (hg : Differentiable ℝ g) (hψ : ContDiff ℝ ∞ ψ) :
    hamiltonian (fun x => A x + deriv g x) V (gaugeTransform g ψ)
      = gaugeTransform g (hamiltonian A V ψ) := by
  funext x
  have h := congrFun (kineticMomentum_iterate_gauge hA hg hψ 2) x
  unfold hamiltonian
  rw [h]
  simp only [gaugeTransform]
  ring

/-- For smooth `A` and `ψ` and differentiable `g`, the stationary Schrödinger equation holds
for `ψ` in one gauge exactly when it holds for `exp(-i g) ψ` in the other, with the same `E`. -/
theorem schrodinger_gauge_iff {A g : ℝ → ℝ} (V : ℝ → ℝ) {ψ : ℝ → ℂ} (E : ℂ)
    (hA : ContDiff ℝ ∞ A) (hg : Differentiable ℝ g) (hψ : ContDiff ℝ ∞ ψ) :
    hamiltonian (fun x => A x + deriv g x) V (gaugeTransform g ψ) = E • gaugeTransform g ψ
      ↔ hamiltonian A V ψ = E • ψ := by
  rw [hamiltonian_gauge V hA hg hψ]
  constructor
  · intro h
    funext x
    have hx : Complex.exp (-I * (g x : ℂ)) * hamiltonian A V ψ x
        = E * (Complex.exp (-I * (g x : ℂ)) * ψ x) := congrFun h x
    -- the phase never vanishes and can be cancelled
    apply mul_left_cancel₀ (Complex.exp_ne_zero (-I * (g x : ℂ)))
    change _ = Complex.exp (-I * (g x : ℂ)) * (E * ψ x)
    rw [hx]
    ring
  · intro h
    rw [h]
    funext x
    change Complex.exp (-I * (g x : ℂ)) * (E * ψ x)
      = E * (Complex.exp (-I * (g x : ℂ)) * ψ x)
    ring

/-- Converse: if the covariance relation holds with a potential `B` for one differentiable,
nowhere vanishing `ψ` and a differentiable `g`, then `B = A + g'`. -/
theorem potential_eq_of_covariant {A B g : ℝ → ℝ} {ψ : ℝ → ℂ}
    (hg : Differentiable ℝ g) (hψ : Differentiable ℝ ψ) (h0 : ∀ x, ψ x ≠ 0)
    (h : kineticMomentum B (gaugeTransform g ψ) = gaugeTransform g (kineticMomentum A ψ)) :
    B = fun x => A x + deriv g x := by
  rw [← kineticMomentum_gauge A hg hψ] at h
  funext x
  have hx := add_left_cancel (congrFun h x)
  have hne : gaugeTransform g ψ x ≠ 0 := mul_ne_zero (Complex.exp_ne_zero _) (h0 x)
  exact Complex.ofReal_injective (mul_right_cancel₀ hne hx)

/-- On the line a continuous vector potential can be gauged away: with `G(x) = ∫₀ˣ A` and
smooth `ψ`, `P_Aⁿ (exp(-i G) ψ) = exp(-i G) (-i)ⁿ ψ⁽ⁿ⁾`. -/
theorem potential_gauged_away {A : ℝ → ℝ} {ψ : ℝ → ℂ}
    (hA : Continuous A) (hψ : ContDiff ℝ ∞ ψ) (n : ℕ) :
    (kineticMomentum A)^[n] (gaugeTransform (fun x => ∫ t in (0 : ℝ)..x, A t) ψ)
      = gaugeTransform (fun x => ∫ t in (0 : ℝ)..x, A t)
          (fun x => (-I) ^ n * iteratedDeriv n ψ x) := by
  have hG : ∀ x, HasDerivAt (fun x => ∫ t in (0 : ℝ)..x, A t) (A x) x := fun x =>
    intervalIntegral.integral_hasDerivAt_right (hA.intervalIntegrable _ _)
      (hA.stronglyMeasurableAtFilter _ _) hA.continuousAt
  have hpot : (fun x => (0 : ℝ) + deriv (fun x => ∫ t in (0 : ℝ)..x, A t) x) = A := by
    funext x
    rw [(hG x).deriv, zero_add]
  -- without a potential the `n`-th power is `(-i)ⁿ` times the `n`-th derivative
  have hfree : (kineticMomentum (fun _ => 0))^[n] ψ
      = fun x => (-I) ^ n * iteratedDeriv n ψ x := by
    induction n with
    | zero => funext x; simp
    | succ n ih =>
      rw [Function.iterate_succ_apply', ih]
      funext x
      simp only [kineticMomentum, deriv_const_mul_field, iteratedDeriv_succ, ofReal_zero]
      ring
  have h := kineticMomentum_iterate_gauge (A := fun _ => 0) contDiff_const
    (fun x => (hG x).differentiableAt) hψ n
  rw [hpot, hfree] at h
  exact h

end

end GaugeCovariance
```

```lean
#print axioms GaugeCovariance.contDiff_kineticMomentum_iterate
#print axioms GaugeCovariance.schrodinger_gauge_iff
#print axioms GaugeCovariance.potential_eq_of_covariant
#print axioms GaugeCovariance.potential_gauged_away
```

```
'GaugeCovariance.contDiff_kineticMomentum_iterate' depends on axioms: [propext, Classical.choice, Quot.sound]
'GaugeCovariance.schrodinger_gauge_iff' depends on axioms: [propext, Classical.choice, Quot.sound]
'GaugeCovariance.potential_eq_of_covariant' depends on axioms: [propext, Classical.choice, Quot.sound]
'GaugeCovariance.potential_gauged_away' depends on axioms: [propext, Classical.choice, Quot.sound]
```

In `kineticMomentum_gauge`, `h1` differentiates $g$ as a complex-valued function and `h2` is the product rule for $e^{-ig}\psi$. After `change` has written out the definitions and `rw` has inserted the derivative, `linear_combination` closes the goal with a multiple of `I_sq`, that is $i^2=-1$. This is the cancellation of $-g'\psi$ against $+g'\psi$.

The smoothness needed for the induction is `contDiff_kineticMomentum_iterate`: the derivative of a smooth function is smooth, and so are products and sums. In `kineticMomentum_iterate_gauge`, `Function.iterate_succ_apply'` splits off the outermost factor of $P$ on both sides, `ih` moves the phase through the other $n$ factors, and `kineticMomentum_gauge` moves it through the last.

For the densities, `hphase` states that the phase times its conjugate is one, and `linear_combination` multiplies this by the density in the old gauge. `hamiltonian_gauge` takes the case $n=2$ and adds the $V$ term. In `schrodinger_gauge_iff`, the forward direction cancels the phase with `mul_left_cancel₀`, while the backward direction multiplies by it.

The converse, `potential_eq_of_covariant`, first rewrites the right side of its hypothesis by the first-order theorem. Then `add_left_cancel` removes the common derivative term and `mul_right_cancel₀` the nonzero wavefunction. What remains is an equality of two real numbers regarded as complex, which `Complex.ofReal_injective` turns into the real one.

In `potential_gauged_away`, `hG` is the fundamental theorem of calculus, `hpot` says that $0+G'=A$, and `hfree` finds the powers of $P_0$ by induction. The main theorem, applied with zero potential and gauge function $G$, then gives the result.

A different model would treat $P_A$ as a self-adjoint operator on $L^2(\mathbb R)$, with a specified domain, and the phase as a unitary operator. Gauge covariance would then be a unitary equivalence that also carries one domain onto the other, and equality of spectra would follow. Functions would be identified when they agree almost everywhere, so the pointwise statement about densities would become an almost-everywhere one.

A shift of gauge origin in a calculation of magnetic properties is a transformation of this kind, but the result here concerns one particle on a line, where a continuous vector potential can always be removed, and its wavefunctions are not confined to the span of a finite basis. In a finite basis, $e^{-ig}\psi$ generally lies outside the span of the basis functions, so computed properties can depend on the origin even though the differential operators are covariant.
